# Interacting spinless fermions on a finite ring have a lowest energy for every particle number up to the number of sites

The theorem concerns spinless fermions on a ring of `n + 1` sites, with real hopping amplitudes, a flux phase on the bond that closes the ring, and an arbitrary real interaction energy for each set of occupied sites. It states that if `N ≤ n + 1`, the energy expectation value attains a minimum among the normalized states of exactly `N` particles. The proof sets out to show that these states form a closed, bounded and nonempty set in a finite-dimensional space, hence a nonempty compact one, and that the energy is continuous on it. A continuous real function on such a set attains its minimum.

An attempt in Lean 4 with a fault in it:

```lean
import Mathlib

open Matrix

noncomputable section

namespace ExistsLowestEnergy

variable {n N : ℕ}

/-- Fock-space amplitudes on a ring of `n + 1` sites, indexed by the set of occupied sites. -/
abbrev Amplitudes (n : ℕ) := Finset (Fin (n + 1)) → ℂ

/-- The Jordan–Wigner sign: one factor `-1` for each particle on a site before `j`. -/
def jwSign (j : Fin (n + 1)) (S : Finset (Fin (n + 1))) : ℂ :=
  (-1) ^ (S.filter (fun k => k < j)).card

/-- The fermionic annihilation operator of site `j` in the occupation basis. -/
def annihilate (j : Fin (n + 1)) :
    Matrix (Finset (Fin (n + 1))) (Finset (Fin (n + 1))) ℂ :=
  Matrix.of fun S T => if j ∉ S ∧ T = insert j S then jwSign j S else 0

/-- The phase factor of the bond from `j` to `j + 1`: `exp (i φ)` on the bond that closes
the ring, and `1` on all others. -/
def bondPhase (φ : ℝ) (j : Fin (n + 1)) : ℂ :=
  if j = Fin.last n then Complex.exp (φ * Complex.I) else 1

/-- The operator that moves a particle from site `j` to site `j + 1`, with the bond phase. -/
def hop (φ : ℝ) (j : Fin (n + 1)) :
    Matrix (Finset (Fin (n + 1))) (Finset (Fin (n + 1))) ℂ :=
  bondPhase φ j • ((annihilate (j + 1))ᴴ * annihilate j)

/-- The ring Hamiltonian with hoppings `-t j`, flux `φ` and an interaction `V` that depends
on the occupied sites. -/
def hamiltonian (t : Fin (n + 1) → ℝ) (V : Finset (Fin (n + 1)) → ℝ) (φ : ℝ) :
    Matrix (Finset (Fin (n + 1))) (Finset (Fin (n + 1))) ℂ :=
  Matrix.diagonal (fun S => (V S : ℂ)) - ∑ j, (t j : ℂ) • (hop φ j + (hop φ j)ᴴ)

/-- The real part of `⟨ψ, H ψ⟩`. For normalized `ψ` it is the expectation value of the Hamiltonian.
-/
def energy (t : Fin (n + 1) → ℝ) (V : Finset (Fin (n + 1)) → ℝ) (φ : ℝ)
    (ψ : Amplitudes n) : ℝ :=
  (star ψ ⬝ᵥ (hamiltonian t V φ *ᵥ ψ)).re

/-- `ψ` is a normalized state of exactly `N` particles. -/
def IsState (N : ℕ) (ψ : Amplitudes n) : Prop :=
  (∀ S, S.card ≠ N → ψ S = 0) ∧ ∑ S, ‖ψ S‖ ^ 2 = 1

/-- `E` is the lowest energy expectation value among normalized `N`-particle states. -/
def IsLowestEnergy (t : Fin (n + 1) → ℝ) (V : Finset (Fin (n + 1)) → ℝ) (φ : ℝ)
    (N : ℕ) (E : ℝ) : Prop :=
  IsLeast (energy t V φ '' {ψ | IsState N ψ}) E

/-- If there are no more particles than sites, a lowest `N`-particle energy exists. -/
theorem exists_lowestEnergy (t : Fin (n + 1) → ℝ) (V : Finset (Fin (n + 1)) → ℝ) (φ : ℝ)
    (hN : N ≤ n + 1) : ∃ E, IsLowestEnergy t V φ N E := by
  have hclosed : IsClosed {ψ : Amplitudes n | IsState N ψ} := by
    have h1 : IsClosed {ψ : Amplitudes n | ∀ S, S.card ≠ N → ψ S = 0} := by
      simp only [Set.setOf_forall]
      exact isClosed_iInter fun S => isClosed_iInter fun _ =>
        isClosed_eq (continuous_apply S) continuous_const
    exact h1.inter (isClosed_eq (by fun_prop) continuous_const)
  have hbdd : Bornology.IsBounded {ψ : Amplitudes n | IsState N ψ} := by
    refine Metric.isBounded_closedBall.subset (s := Metric.closedBall 0 1) fun ψ hψ => ?_
    rw [mem_closedBall_zero_iff, pi_norm_le_iff_of_nonneg zero_le_one]
    intro S
    have h := Finset.single_le_sum (f := fun S => ‖ψ S‖ ^ 2)
      (fun i _ => sq_nonneg ‖ψ i‖) (Finset.mem_univ S)
    have h2 : ‖ψ S‖ ^ 2 ≤ 1 := h.trans_eq hψ.2
    nlinarith [norm_nonneg (ψ S)]
  have hne : {ψ : Amplitudes n | IsState N ψ}.Nonempty := by
    obtain ⟨S₀, -, hS₀⟩ := Finset.exists_subset_card_eq
      (s := (Finset.univ : Finset (Fin (n + 1)))) (n := N) (by simpa using hN)
    refine ⟨fun S => if S = S₀ then 1 else 0, fun S hS => ?_, ?_⟩
    · exact if_neg fun h => hS (h ▸ hS₀)
    · rw [Finset.sum_eq_single S₀] <;> simp +contextual
  have hcont : Continuous (energy t V φ) := by
    unfold energy
    simp only [dotProduct, Matrix.mulVec, Pi.star_apply]
    fun_prop
  -- a continuous function on a compact set of states attains its minimum
  exact ((Metric.isCompact_of_isClosed_isBounded hclosed hbdd).image hcont).exists_isLeast
    (hne.image _)

end ExistsLowestEnergy
```

Lean reports:

```
Main.lean:59:17: warning: `Set.setOf_forall` has been deprecated: Use `Set.ofPred_forall` instead
Main.lean:64:4: error: Type mismatch
  Bornology.IsBounded.subset Metric.isBounded_closedBall fun ψ hψ => ?m.167
has type
  Bornology.IsBounded (Metric.closedBall 0 1)
but is expected to have type
  Bornology.IsBounded {ψ | IsState N ψ}
Main.lean:75:32: error: invalid `▸` notation, argument
  h
has type
  ?m.228
equality expected
```

The first error comes from the named argument `s`. In `Bornology.IsBounded.subset`, `s` is the smaller set, the one to be proved bounded, so setting it to the closed ball gave a proof that the ball is bounded, not the set of states. The repair fixes the ball's centre and radius in `Metric.isBounded_closedBall` instead and leaves `s` to be read off from the goal.

The second error arises because `▸` needs an equality, but the type of `h` was still unknown when Lean reached it: the condition in `if_neg` had not yet been determined. The repair states `S ≠ S₀` first, so that `h` is known to be `S = S₀` and can be used by `rw`; `simp` then evaluates the `if`.

The warning is cured by the new name `Set.ofPred_forall`. The line `hstate` restates membership in the set as `IsState N ψ`, and no message shows that it was needed. The change to the comment has no effect on compilation, but it corrects the mathematics: the empty set is compact and no minimum is attained on it, so the comment needed the word "nonempty". The proof already supplied this condition through `hne`.

After these edits no error is left:

```diff
@@ -57,15 +57,17 @@
   have hclosed : IsClosed {ψ : Amplitudes n | IsState N ψ} := by
     have h1 : IsClosed {ψ : Amplitudes n | ∀ S, S.card ≠ N → ψ S = 0} := by
-      simp only [Set.setOf_forall]
+      simp only [Set.ofPred_forall]
       exact isClosed_iInter fun S => isClosed_iInter fun _ =>
         isClosed_eq (continuous_apply S) continuous_const
     exact h1.inter (isClosed_eq (by fun_prop) continuous_const)
   have hbdd : Bornology.IsBounded {ψ : Amplitudes n | IsState N ψ} := by
-    refine Metric.isBounded_closedBall.subset (s := Metric.closedBall 0 1) fun ψ hψ => ?_
+    refine (Metric.isBounded_closedBall (x := (0 : Amplitudes n)) (r := 1)).subset
+      fun ψ hψ => ?_
+    have hstate : IsState N ψ := hψ
     rw [mem_closedBall_zero_iff, pi_norm_le_iff_of_nonneg zero_le_one]
     intro S
     have h := Finset.single_le_sum (f := fun S => ‖ψ S‖ ^ 2)
       (fun i _ => sq_nonneg ‖ψ i‖) (Finset.mem_univ S)
-    have h2 : ‖ψ S‖ ^ 2 ≤ 1 := h.trans_eq hψ.2
+    have h2 : ‖ψ S‖ ^ 2 ≤ 1 := h.trans_eq hstate.2
     nlinarith [norm_nonneg (ψ S)]
   have hne : {ψ : Amplitudes n | IsState N ψ}.Nonempty := by
@@ -73,5 +75,6 @@
       (s := (Finset.univ : Finset (Fin (n + 1)))) (n := N) (by simpa using hN)
     refine ⟨fun S => if S = S₀ then 1 else 0, fun S hS => ?_, ?_⟩
-    · exact if_neg fun h => hS (h ▸ hS₀)
+    · have hSne : S ≠ S₀ := fun h => hS (by rw [h]; exact hS₀)
+      simp [hSne]
     · rw [Finset.sum_eq_single S₀] <;> simp +contextual
   have hcont : Continuous (energy t V φ) := by
@@ -79,5 +82,5 @@
     simp only [dotProduct, Matrix.mulVec, Pi.star_apply]
     fun_prop
-  -- a continuous function on a compact set of states attains its minimum
+  -- a continuous function on a nonempty compact set of states attains its minimum
   exact ((Metric.isCompact_of_isClosed_isBounded hclosed hbdd).image hcont).exists_isLeast
     (hne.image _)
```
